# The moduli of the terms in a Catalan perturbation series for an amplitude sum to 1 at coupling modulus 1/2

The perturbation series of an amplitude in a complex coupling z is given here by its terms, (-1)^(n+1) C_n z^(2n+1), where C_n is the n-th Catalan number. `hasSum_norm_on_circle` states that for every z with |z| = 1/2 the moduli of these terms sum to exactly 1, so the series converges absolutely on the whole circle. The terms are taken as defined: no Hamiltonian or state vector enters the statement. The attempt starts from the sum of C_n / 4^n, already proved to be 2, divides it by 2, and uses `convert` to match the result with the terms and the value wanted.

As first written in Lean, the proof fails:

```lean
import Mathlib

open Filter Topology Matrix

namespace HasSumNormOnCircle

noncomputable section

/-- The term of order `2n+1` in the perturbation series of the amplitude. -/
def amplitudeTerm (z : ℂ) (n : ℕ) : ℂ :=
  (-1) ^ (n + 1) * (catalan n : ℂ) * z ^ (2 * n + 1)

/-- Two consecutive central binomial coefficients expressed by one Catalan number. -/
theorem centralBinom_eq_catalan (n : ℕ) :
    (n.centralBinom : ℝ) = (n + 1) * catalan n ∧
      ((n + 1).centralBinom : ℝ) = 2 * (2 * n + 1) * catalan n := by
  have h1 : ((n : ℝ) + 1) * catalan n = n.centralBinom := by
    exact_mod_cast succ_mul_catalan_eq_centralBinom n
  have h2 : ((n : ℝ) + 1) * (n + 1).centralBinom = 2 * (2 * n + 1) * n.centralBinom := by
    exact_mod_cast Nat.succ_mul_centralBinom_succ n
  have h0 : (n : ℝ) + 1 ≠ 0 := by positivity
  refine ⟨h1.symm, mul_left_cancel₀ h0 ?_⟩
  rw [h2, ← h1]
  ring

/-- The first `N` terms of the boundary series sum to `2` minus an explicit remainder. -/
theorem catalan_partial_sum (N : ℕ) :
    ∑ n ∈ Finset.range N, (catalan n : ℝ) / 4 ^ n
      = 2 - 2 * ((N.centralBinom : ℝ) / 4 ^ N) := by
  induction N with
  | zero => simp
  | succ N ih =>
    obtain ⟨h1, h2⟩ := centralBinom_eq_catalan N
    rw [Finset.sum_range_succ, ih, h1, h2, pow_succ]
    ring

/-- At the boundary of convergence the Catalan series `∑ C_n / 4^n` equals `2`. -/
theorem catalan_boundary_sum : HasSum (fun n : ℕ => (catalan n : ℝ) / 4 ^ n) 2 := by
  -- the remainder decays at least like the inverse square root of the order
  have hb : ∀ N : ℕ, (2 * (N : ℝ) + 1) * ((N.centralBinom : ℝ) / 4 ^ N) ^ 2 ≤ 1 := by
    intro N
    induction N with
    | zero => simp
    | succ N ih =>
      obtain ⟨h1, h2⟩ := centralBinom_eq_catalan N
      have hr : ((N + 1).centralBinom : ℝ) / 4 ^ (N + 1)
          = (N.centralBinom : ℝ) / 4 ^ N * ((2 * N + 1) / (2 * N + 2)) := by
        rw [h1, h2, pow_succ, div_mul_div_comm,
          div_eq_div_iff (by positivity) (by positivity)]
        ring
      have hq : (2 * (N : ℝ) + 3) / (2 * N + 2) * ((2 * N + 1) / (2 * N + 2)) ≤ 1 := by
        rw [div_mul_div_comm, div_le_one (by positivity)]
        nlinarith
      rw [hr]
      push_cast
      calc (2 * ((N : ℝ) + 1) + 1)
            * ((N.centralBinom : ℝ) / 4 ^ N * ((2 * N + 1) / (2 * N + 2))) ^ 2
          = ((2 * (N : ℝ) + 3) / (2 * N + 2) * ((2 * N + 1) / (2 * N + 2)))
            * ((2 * (N : ℝ) + 1) * ((N.centralBinom : ℝ) / 4 ^ N) ^ 2) := by ring
        _ ≤ 1 := mul_le_one₀ hq (by positivity) ih
  have hsq : Tendsto (fun N : ℕ => ((N.centralBinom : ℝ) / 4 ^ N) ^ 2) atTop (𝓝 0) := by
    refine squeeze_zero (fun N => by positivity) (fun N => ?_)
      (tendsto_one_div_add_atTop_nhds_zero_nat (𝕜 := ℝ))
    rw [le_div_iff₀ (by positivity)]
    have h0 : 0 ≤ (N : ℝ) * ((N.centralBinom : ℝ) / 4 ^ N) ^ 2 := by positivity
    linarith [hb N]
  have hlim : Tendsto (fun N : ℕ => (N.centralBinom : ℝ) / 4 ^ N) atTop (𝓝 0) := by
    have h := hsq.sqrt
    rw [Real.sqrt_zero] at h
    exact h.congr fun N => Real.sqrt_sq (by positivity)
  rw [hasSum_iff_tendsto_nat_of_nonneg (fun n => by positivity)]
  have h := (hlim.const_mul 2).const_sub 2
  rw [mul_zero, sub_zero] at h
  exact h.congr fun N => (catalan_partial_sum N).symm

/-- The modulus of each term depends on the coupling only through its modulus. -/
theorem norm_amplitudeTerm (z : ℂ) (n : ℕ) :
    ‖amplitudeTerm z n‖ = catalan n * ‖z‖ ^ (2 * n + 1) := by
  simp [amplitudeTerm]

/-- On the circle `|z| = 1/2` the moduli of the terms sum to `1`. -/
theorem hasSum_norm_on_circle {z : ℂ} (hz : ‖z‖ = 1 / 2) :
    HasSum (fun n => ‖amplitudeTerm z n‖) 1 := by
  convert catalan_boundary_sum.div_const 2 using 1
  · funext n
    rw [norm_amplitudeTerm, hz, pow_succ, pow_mul,
      show ((1 / 2 : ℝ) ^ 2) = 1 / 4 by norm_num, one_div_pow]
    ring
  · norm_num

end

end HasSumNormOnCircle
```

The compiler's answer:

```
Main.lean:85:4: error: Tactic `apply` failed: could not unify the conclusion of `@funext`
  ?f = ?g
with the goal
  Real.instAddCommMonoid = Field.toSemifield.toDivisionSemiring.toAddCommMonoid

Note: The full type of `@funext` is
  ∀ {α : Sort ?u.24} {β : α → Sort ?u.23} {f g : (x : α) → β x}, (∀ (x : α), f x = g x) → f = g

case e'_3
z : ℂ
hz : ‖z‖ = 1 / 2
⊢ Real.instAddCommMonoid = Field.toSemifield.toDivisionSemiring.toAddCommMonoid
Main.lean:89:2: error: unsolved goals
case e'_5
z : ℂ
hz : ‖z‖ = 1 / 2
⊢ (fun n => ‖amplitudeTerm z n‖) = fun i => ↑(catalan i) / 4 ^ i / 2
Main.lean:83:47: error: unsolved goals
case e'_6
z : ℂ
hz : ‖z‖ = 1 / 2
⊢ 1 = 2 / 2
```

`convert ... using 1` left three goals, while the proof had bullets for two. The first goal asks that two forms of the additive structure on the reals be equal: `Real.instAddCommMonoid` and the one derived from the field structure. `funext` proves equality of functions, so it does not apply there. Each later step is then out of place: the second bullet's `norm_num` meets the equality of the two series and does not close it, and `1 = 2 / 2` is left with no bullet.

The repair drops `convert`. It turns `2 / 2` into `1` in `h` with `div_self`, proves the equality of the terms separately as `e`, and rewrites the goal with it. `exact h` then suffices, because Lean accepts the two additive structures as equal by definition.

The prefix in `_root_.one_div_pow` selects the top-level lemma regardless of the opened namespaces. None of the messages concerns that name, since the failed `funext` stopped the first bullet before the rewrite.

The repair, with which the file compiles:

```diff
@@ -82,10 +82,13 @@
 theorem hasSum_norm_on_circle {z : ℂ} (hz : ‖z‖ = 1 / 2) :
     HasSum (fun n => ‖amplitudeTerm z n‖) 1 := by
-  convert catalan_boundary_sum.div_const 2 using 1
-  · funext n
+  have h := catalan_boundary_sum.div_const 2
+  rw [div_self (two_ne_zero' ℝ)] at h
+  have e : (fun n => ‖amplitudeTerm z n‖) = fun n : ℕ => (catalan n : ℝ) / 4 ^ n / 2 := by
+    funext n
     rw [norm_amplitudeTerm, hz, pow_succ, pow_mul,
-      show ((1 / 2 : ℝ) ^ 2) = 1 / 4 by norm_num, one_div_pow]
+      show ((1 / 2 : ℝ) ^ 2) = 1 / 4 by norm_num, _root_.one_div_pow]
     ring
-  · norm_num
+  rw [e]
+  exact h
 
 end
```
